# Threshold power laws of the differential NCA equations with M channels and N flavours

A magnetic impurity in a metal exchanges electrons with the conduction band, while strong repulsion forbids double occupation. The slave-boson description assigns a pseudo-fermion to the occupied impurity and a boson to the empty one. In the non-crossing approximation (NCA), each particle's self-energy contains the other's propagator, and at zero temperature both propagators become singular at a common threshold energy. With what exponents?

Let x > 0 be the distance below threshold, and let F and B be the inverse propagators of pseudo-fermion and boson, with signs chosen to make them positive. For a flat, wide band, differentiating the self-energies gives, close to threshold,

F′ = Mc/B, B′ = Nc/F.

Here M counts conduction channels and also boson species, since the empty impurity is taken to be M-fold degenerate. N counts flavours, with one pseudo-fermion species for each, and c is the squared hybridization times the band's density of states per channel and flavour. The slope of the bare inverse propagators has been neglected against these terms, which grow as F and B become small. For c > 0 and M + N > 0, the positive solutions with FB → 0 at threshold are exactly a one-parameter family of power laws. NCA serves as an impurity solver in dynamical mean-field theory. The exponents found here belong to its pseudo-fermion and boson propagators at zero temperature, for a flat band and close to threshold, and not to the spectrum of the physical electron. Nor are they exact in general: for a single channel the true threshold exponents depend on the impurity's occupation, which NCA misses.

## The equations as a Lean structure

```lean
import Mathlib

open Filter Topology

namespace NCAThreshold
```

This loads Mathlib and opens the notation for limits.

```lean
/-- The differential NCA equations at distance `x > 0` from threshold, for positive inverse
propagators `F` (pseudo-fermion) and `B` (slave boson), with `M` channels, `N` flavours and
hybridization strength `c`. -/
structure IsNCAFlow (c M N : ℝ) (F B : ℝ → ℝ) : Prop where
  F_pos : ∀ x, 0 < x → 0 < F x
  B_pos : ∀ x, 0 < x → 0 < B x
  F_deriv : ∀ x, 0 < x → HasDerivAt F (M * c / B x) x
  B_deriv : ∀ x, 0 < x → HasDerivAt B (N * c / F x) x
```

`IsNCAFlow c M N F B` is the statement that F and B are positive and obey the two equations at every x > 0. `HasDerivAt F v x` means that F is differentiable at x with derivative v. The functions are defined on all of ℝ, but nothing is required of them at x ≤ 0. Imposing the equations at every x > 0 is an idealization, since they approximate NCA only close to threshold. M and N are real numbers here, which includes the physical integers. The equations are the starting point: their derivation from the NCA integral equations is assumed, and finite temperature and structured bands are not covered.

## The product FB is linear in x

```lean
/-- A quantity with vanishing derivative at all `x > 0` keeps its value at `x = 1`. -/
theorem const_on_pos {g : ℝ → ℝ} (h : ∀ x, 0 < x → HasDerivAt g 0 x) {x : ℝ} (hx : 0 < x) :
    g x = g 1 :=
  (isOpen_Ioi (a := (0 : ℝ))).is_const_of_deriv_eq_zero isPreconnected_Ioi
    (fun y hy => (h y hy).differentiableAt.differentiableWithinAt)
    (fun y hy => (h y hy).deriv) hx (Set.mem_Ioi.2 one_pos)
```

A function whose derivative vanishes on the whole half-line x > 0 is constant there, so its value at any x equals its value at 1. The half-line is open and connected, which is what the Mathlib lemma asks for.

```lean
/-- The product of the two inverse propagators grows at the constant rate `(M + N) c`. -/
theorem product_growth {c M N : ℝ} {F B : ℝ → ℝ} (h : IsNCAFlow c M N F B) {x : ℝ}
    (hx : 0 < x) : HasDerivAt (fun y => F y * B y) ((M + N) * c) x := by
  have hF := (h.F_pos x hx).ne'
  have hB := (h.B_pos x hx).ne'
  have e1 : M * c / B x * B x = M * c := by field_simp
  have e2 : F x * (N * c / F x) = N * c := by field_simp
  exact ((h.F_deriv x hx).fun_mul (h.B_deriv x hx)).congr_deriv
    (by linear_combination e1 + e2)
```

By the product rule,

(FB)′ = F′B + FB′ = Mc + Nc = (M + N)c.

The lines `e1` and `e2` are the two cancellations, allowed because F and B are nonzero.

```lean
/-- If the product of the inverse propagators vanishes at threshold, it equals
`(M + N) c x` at every `x > 0`. -/
theorem product_law {c M N : ℝ} {F B : ℝ → ℝ} (h : IsNCAFlow c M N F B)
    (hlim : Tendsto (fun x => F x * B x) (𝓝[>] 0) (𝓝 0)) {x : ℝ} (hx : 0 < x) :
    F x * B x = (M + N) * c * x := by
  have hg : ∀ y, 0 < y → HasDerivAt (fun t => F t * B t - (M + N) * c * t) 0 y := by
    intro y hy
    have h2 := (hasDerivAt_id' y).const_mul ((M + N) * c)
    exact ((product_growth h hy).fun_sub h2).congr_deriv (by ring)
  have hc : Continuous fun t : ℝ => (M + N) * c * t := by fun_prop
  have h0 := hlim.sub ((hc.tendsto' 0 0 (by simp)).mono_left nhdsWithin_le_nhds)
  rw [sub_zero] at h0
  -- the integration constant is read off at threshold
  have h1 : Tendsto (fun t => F t * B t - (M + N) * c * t) (𝓝[>] 0)
      (𝓝 (F 1 * B 1 - (M + N) * c * 1)) := by
    refine tendsto_const_nhds.congr' ?_
    filter_upwards [self_mem_nhdsWithin] with t ht
    exact (const_on_pos hg ht).symm
  have key : 0 = F 1 * B 1 - (M + N) * c * 1 := tendsto_nhds_unique h0 h1
  have e : F x * B x - (M + N) * c * x = F 1 * B 1 - (M + N) * c * 1 := const_on_pos hg hx
  linarith
```

The hypothesis `hlim` says that F(x)B(x) → 0 as x approaches 0 from the right; `𝓝[>] 0` denotes that one-sided approach. Physically, the product of the two propagators diverges at threshold. The conclusion is

F(x)B(x) = (M + N)c x.

By hand, FB − (M + N)c x has zero derivative and is therefore constant. Its limit at threshold is 0, so the constant is 0. Lean computes the same limit twice: `h0` gives 0, `h1` gives the constant value at x = 1, and uniqueness of limits equates them.

## Power laws, and nothing else

```lean
/-- For exponents with `p + q = 1`, the slope of `K x ^ p` is inversely proportional to
`L x ^ q`, with constant of proportionality `p K L`. -/
theorem power_deriv {K L p q x : ℝ} (hL : L ≠ 0) (hpq : p + q = 1) (hx : 0 < x) :
    HasDerivAt (fun y : ℝ => K * y ^ p) (p * (K * L) / (L * x ^ q)) x := by
  have hd := (Real.hasDerivAt_rpow_const (p := p) (Or.inl hx.ne')).const_mul K
  refine hd.congr_deriv ?_
  have hv := (Real.rpow_pos_of_pos hx q).ne'
  have e : p - 1 = -q := by linarith
  rw [e, Real.rpow_neg hx.le]
  field_simp
```

This prepares the check that power laws solve the equations. If p + q = 1, then p − 1 = −q and

(K x^p)′ = pK x^(p−1) = pK x^(−q) = pKL/(L x^q).

The slope of one power law is thus a constant divided by the other.

```lean
/-- NCA threshold exponents: the solutions whose product vanishes at threshold are exactly the
power laws with exponent `M / (M + N)` for the pseudo-fermion and `N / (M + N)` for the slave
boson, with one free amplitude `K > 0`. -/
theorem nca_threshold_iff {c M N : ℝ} {F B : ℝ → ℝ} (hc : 0 < c) (hMN : 0 < M + N) :
    (IsNCAFlow c M N F B ∧ Tendsto (fun x => F x * B x) (𝓝[>] 0) (𝓝 0)) ↔
    ∃ K : ℝ, 0 < K ∧ ∀ x, 0 < x →
      F x = K * x ^ (M / (M + N)) ∧ B x = (M + N) * c / K * x ^ (N / (M + N)) := by
  have hs := hMN.ne'
  have hpq : M / (M + N) + N / (M + N) = 1 := by rw [← add_div, div_self hs]
  have hsplit : ∀ x : ℝ, 0 < x → x ^ (M / (M + N)) * x ^ (N / (M + N)) = x := by
    intro x hx
    rw [← Real.rpow_add hx, hpq, Real.rpow_one]
  constructor
  · rintro ⟨h, hlim⟩
    have hF1 := h.F_pos 1 one_pos
    refine ⟨F 1, hF1, fun x hx => ?_⟩
    -- the logarithmic slope of F is that of a power law
    have hlog : ∀ y, 0 < y →
        HasDerivAt (fun t => Real.log (F t) - M / (M + N) * Real.log t) 0 y := by
      intro y hy
      refine (((h.F_deriv y hy).log (h.F_pos y hy).ne').fun_sub
        ((Real.hasDerivAt_log hy.ne').const_mul (M / (M + N)))).congr_deriv ?_
      rw [div_div, mul_comm (B y), product_law h hlim hy, sub_eq_zero]
      field_simp
    have e : Real.log (F x) - M / (M + N) * Real.log x
        = Real.log (F 1) - M / (M + N) * Real.log 1 := const_on_pos hlog hx
    rw [Real.log_one, mul_zero, sub_zero] at e
    have hFx : F x = F 1 * x ^ (M / (M + N)) := by
      calc F x = Real.exp (Real.log (F x)) := (Real.exp_log (h.F_pos x hx)).symm
        _ = Real.exp (Real.log (F 1) + Real.log x * (M / (M + N))) := by
          congr 1
          linear_combination e
        _ = _ := by rw [Real.exp_add, Real.exp_log hF1, Real.rpow_def_of_pos hx]
    refine ⟨hFx, mul_left_cancel₀ (h.F_pos x hx).ne' ?_⟩
    have hd : F 1 * ((M + N) * c / F 1) = (M + N) * c := by field_simp
    rw [product_law h hlim hx, hFx]
    calc (M + N) * c * x
        = (F 1 * ((M + N) * c / F 1)) * (x ^ (M / (M + N)) * x ^ (N / (M + N))) := by
          rw [hd, hsplit x hx]
      _ = _ := by ac_rfl
  · rintro ⟨K, hK, hsol⟩
    have hL : 0 < (M + N) * c / K := div_pos (mul_pos hMN hc) hK
    have hKL : K * ((M + N) * c / K) = (M + N) * c := by field_simp
    refine ⟨⟨fun x hx => ?_, fun x hx => ?_, fun x hx => ?_, fun x hx => ?_⟩, ?_⟩
    · rw [(hsol x hx).1]
      exact mul_pos hK (Real.rpow_pos_of_pos hx _)
    · rw [(hsol x hx).2]
      exact mul_pos hL (Real.rpow_pos_of_pos hx _)
    · have he : F =ᶠ[𝓝 x] fun y => K * y ^ (M / (M + N)) := by
        filter_upwards [Ioi_mem_nhds hx] with y hy using (hsol y hy).1
      refine ((power_deriv hL.ne' hpq hx).congr_of_eventuallyEq he).congr_deriv ?_
      rw [(hsol x hx).2, hKL, ← mul_assoc, div_mul_cancel₀ _ hs]
    · have he : B =ᶠ[𝓝 x] fun y => (M + N) * c / K * y ^ (N / (M + N)) := by
        filter_upwards [Ioi_mem_nhds hx] with y hy using (hsol y hy).2
      refine ((power_deriv hK.ne' (by rw [add_comm, hpq]) hx).congr_of_eventuallyEq
        he).congr_deriv ?_
      rw [(hsol x hx).1, mul_comm _ K, hKL, ← mul_assoc, div_mul_cancel₀ _ hs]
    · have hcont : Continuous fun t : ℝ => (M + N) * c * t := by fun_prop
      refine ((hcont.tendsto' 0 0 (by simp)).mono_left nhdsWithin_le_nhds).congr' ?_
      filter_upwards [self_mem_nhdsWithin] with t ht
      rw [(hsol t ht).1, (hsol t ht).2, mul_mul_mul_comm, hKL, hsplit t ht]
```

For c > 0 and M + N > 0, the theorem is an equivalence. The left side says that F and B solve the equations and that FB → 0 at threshold. The right side says that, for some K > 0 and all x > 0,

F = K x^(M/(M+N)), B = ((M+N)c/K) x^(N/(M+N)).

From left to right, divide the first equation by F and insert the product law:

F′/F = Mc/(FB) = M/((M+N)x).

Hence log F − (M/(M+N)) log x has zero derivative, which is `hlog`. Its constant value, read at x = 1, is log F(1). Exponentiating gives the law for F with K = F(1). Then

B = (M+N)c x/F = ((M+N)c/K) x^(1−M/(M+N)),

and the last exponent equals N/(M+N). Lean reaches this by cancelling F from two expressions for FB.

From right to left, both power laws are positive because K, c and M + N are. Put L = (M+N)c/K, so that KL = (M+N)c. With p = M/(M+N), `power_deriv` gives

F′ = p(M+N)c/B = Mc/B,

and exchanging the roles of F and B gives B′ = Nc/F. The product is (M+N)c x, which tends to 0. Since F and B are known only for x > 0, Lean uses the fact that a derivative depends only on values near the point.

Every K > 0 therefore occurs: the equations and the condition FB → 0 together fix the exponents and the product of the amplitudes, but not the amplitudes separately.

## One channel and N flavours

```lean
/-- Single-channel case with `N` flavours: `B = K F ^ N`, and `F` rises from threshold with
exponent `1 / (N + 1)`. -/
theorem single_channel {c : ℝ} {N : ℕ} {F B : ℝ → ℝ} (hc : 0 < c)
    (h : IsNCAFlow c 1 N F B) (hlim : Tendsto (fun x => F x * B x) (𝓝[>] 0) (𝓝 0)) :
    ∃ K : ℝ, 0 < K ∧ ∀ x, 0 < x →
      B x = K * F x ^ N ∧ F x = (((N : ℝ) + 1) * c * x / K) ^ (1 / ((N : ℝ) + 1)) := by
  obtain ⟨A, hA, hsol⟩ := (nca_threshold_iff hc (by positivity)).1 ⟨h, hlim⟩
  have hrel : ∃ K : ℝ, 0 < K ∧ ∀ x, 0 < x → B x = K * F x ^ N := by
    refine ⟨(1 + N) * c / (A ^ N * A), by positivity, fun x hx => ?_⟩
    have hpow : (x ^ (1 / (1 + (N : ℝ)))) ^ N = x ^ ((N : ℝ) / (1 + N)) := by
      rw [← Real.rpow_mul_natCast hx.le]
      congr 1
      ring
    rw [(hsol x hx).2, (hsol x hx).1, mul_pow, hpow]
    field_simp
  obtain ⟨K, hK, hBF⟩ := hrel
  refine ⟨K, hK, fun x hx => ⟨hBF x hx, ?_⟩⟩
  -- the product law becomes K F^(N+1) = (N+1) c x
  have hq : ((N : ℝ) + 1) * c * x / K = F x ^ (N + 1) := by
    rw [div_eq_iff hK.ne', pow_succ]
    linear_combination F x * hBF x hx - product_law h hlim hx
  have hroot := Real.pow_rpow_inv_natCast (h.F_pos x hx).le (show N + 1 ≠ 0 by omega)
  push_cast at hroot
  rw [hq, one_div]
  exact hroot.symm
```

Now M = 1 and N is a natural number. Any solution with FB → 0 satisfies, for some K > 0,

B = K F^N, F = ((N+1)c x/K)^(1/(N+1)).

This K is not the amplitude of F. Call that amplitude A, as the proof does. Then F^N = A^N x^(N/(N+1)), and comparison with B gives

K = (N+1)c/A^(N+1).

Multiplying B = K F^N by F and using the product law gives

K F^(N+1) = (N+1)c x,

which is `hq` after division by K. Taking the positive (N+1)-th root finishes the proof.

## A solution whose product FB does not vanish at x = 0

```lean
/-- The functions `F = B = √(x + 1)` solve the NCA equations with `c = 1/2` and `M = N = 1`,
but are not a power law in `x`. -/
theorem threshold_condition_needed :
    IsNCAFlow (1 / 2) 1 1 (fun x => √(x + 1)) (fun x => √(x + 1)) ∧
    ¬ ∃ K p : ℝ, ∀ x : ℝ, 0 < x → √(x + 1) = K * x ^ p := by
  have hpos : ∀ x : ℝ, 0 < x → 0 < √(x + 1) := fun x hx => Real.sqrt_pos.2 (by linarith)
  have hder : ∀ x : ℝ, 0 < x →
      HasDerivAt (fun y : ℝ => √(y + 1)) (1 * (1 / 2) / √(x + 1)) x := by
    intro x hx
    have hne : x + 1 ≠ 0 := by linarith
    exact (((hasDerivAt_id' x).add_const (1 : ℝ)).sqrt hne).congr_deriv
      (by rw [one_mul, div_div])
  refine ⟨⟨hpos, hpos, hder, hder⟩, ?_⟩
  rintro ⟨K, p, h⟩
  -- a power law would give f(3) f(1/3) = f(1)^2
  have h1 := h 1 one_pos
  have h3 := h 3 (by norm_num)
  have h3' := h (1 / 3) (by norm_num)
  rw [Real.one_rpow, mul_one] at h1
  have hm : (3 : ℝ) ^ p * (1 / 3 : ℝ) ^ p = 1 := by
    rw [← Real.mul_rpow (show (0 : ℝ) ≤ 3 by norm_num) (show (0 : ℝ) ≤ 1 / 3 by norm_num)]
    norm_num
  have e : √((3 : ℝ) + 1) * √((1 / 3 : ℝ) + 1) = √((1 : ℝ) + 1) * √((1 : ℝ) + 1) := by
    rw [h3, h3', h1]
    linear_combination K ^ 2 * hm
  rw [← Real.sqrt_mul (show (0 : ℝ) ≤ 3 + 1 by norm_num),
    Real.mul_self_sqrt (show (0 : ℝ) ≤ 1 + 1 by norm_num)] at e
  have e2 := Real.sq_sqrt (show (0 : ℝ) ≤ (3 + 1) * (1 / 3 + 1) by norm_num)
  rw [e] at e2
  norm_num at e2

end NCAThreshold
```

Take F = B = √(x+1), with c = 1/2 and M = N = 1. Then

F′ = 1/(2√(x+1)) = c/B,

and likewise for B, so the equations hold. But FB = x + 1 tends to 1 as x → 0, not to 0, and the solution is not a power law in x. It is a power law in x + 1, with its singular point moved to x = −1. The propagators are regular at x = 0, so this is a mathematical counter-example and not a physical solution with its threshold at x = 0.

To see that no K and p give √(x+1) = K x^p for all x > 0, write f(x) = √(x+1). A power law would satisfy

f(3) f(1/3) = K² · 3^p · (1/3)^p = K² = f(1)².

The left side is √(16/3), while the right side is 2. Their squares, 16/3 and 4, differ, and this is the contradiction that `norm_num` finds at the end.

```lean
#print axioms NCAThreshold.nca_threshold_iff
#print axioms NCAThreshold.single_channel
#print axioms NCAThreshold.threshold_condition_needed
```

```
'NCAThreshold.nca_threshold_iff' depends on axioms: [propext, Classical.choice, Quot.sound]
'NCAThreshold.single_channel' depends on axioms: [propext, Classical.choice, Quot.sound]
'NCAThreshold.threshold_condition_needed' depends on axioms: [propext, Classical.choice, Quot.sound]
```
